# Spectral density of coupled lossy modes: the loss formula, and a two-mode zero that no finite sum of positive Lorentzians reproduces

To simulate an emitter in a lossy cavity with a few damped modes, one fits the mode parameters to the spectral density J(w) that the emitter sees. The fit needs a functional form. Independent damped modes give a sum of Lorentzians with nonnegative weights, whereas coupled modes allow other shapes. The choice matters already for two resonant modes coupled to each other, if only one of them is lossy and the emitter couples to that one alone: J then vanishes at their common frequency, and no finite sum of positive Lorentzians equals it.

## An emitter driving damped modes

Let H be the Hermitian matrix of mode energies and couplings, with ħ = 1. Mode k loses energy at the rate κₖ, so its amplitude decays at κₖ/2, and K is the diagonal matrix of these rates. The emitter couples to mode k with strength gₖ. At real frequency w the Green function and the spectral density are

G = (H − iK/2 − w)⁻¹

J(w) = Im(g†Gg)/π.

This G has the opposite sign to the common resolvent (w − H + iK/2)⁻¹, so that J comes out positive.

A constant, diagonal K means that each mode decays into its own memoryless environment. Deriving such a K from the field of a real cavity is the step that the hypotheses leave open.

## What the theorems state

The modes are labelled by a finite type `n`. `dynamicalMatrix H κ w` is H − iK/2 − w, and `spectralDensity G g` is Im(g†Gg)/π for any matrix `G`. The hypothesis `dynamicalMatrix H κ w * G = 1` makes `G` the Green function.

- `spectralDensity_eq_loss`: for Hermitian H, J = Σₖ κₖ|(Gg)ₖ|²/(2π). Real symmetric H with real g is a special case.
- `spectralDensity_nonneg_and_zero_iff`: if all κₖ ≥ 0, then J ≥ 0, and J = 0 exactly when each mode has κₖ = 0 or (Gg)ₖ = 0.
- `uncoupled_eq_lorentzian_sum`: for diagonal H with energies εₖ and all κₖ > 0, J is a sum of Lorentzians with weights |gₖ|². `lorentzian x γ w` has centre x, full width γ at half maximum and unit area.
- `twoMode_not_lorentzian_sum`: take two modes with coupling d ≠ 0, loss rates (κ, 0) with κ > 0, and g = (1, 0). With w measured from their common frequency, J(0) = 0. No finite set of nonnegative weights, real centres and positive widths gives a Lorentzian sum equal to J at all real w.

The last statement excludes equality and sets no bound on how close a fit can come. For simulations with finitely many damped modes, it means that an exact representation of this J needs something other than independent modes with positive widths and nonnegative weights.

## Only the loss terms have an imaginary part

Put v = Gg, the vector of mode amplitudes. Then

gₖ = (Hv)ₖ − iκₖvₖ/2 − wvₖ.

Taking the complex conjugate, multiplying by vₖ and summing gives

g†v = v†Hv + (i/2) Σₖ κₖ|vₖ|² − w Σₖ |vₖ|²,

where (Hv)†v = v†Hv because H is Hermitian. This number is real, and so is the last term. Hence

Im(g†v) = ½ Σₖ κₖ|vₖ|²

J = Σₖ κₖ|vₖ|²/(2π).

For κₖ ≥ 0 no term is negative, so J is zero only if every term is.

If H is diagonal, vₖ = gₖ/(εₖ − w − iκₖ/2), and therefore

J = Σₖ |gₖ|² (κₖ/2)/(π((w − εₖ)² + (κₖ/2)²)).

## Two modes, one of them lossless

Number the modes 0 and 1, as Lean does. The amplitude equations are

(−iκ/2 − w)v₀ + dv₁ = 1

dv₀ − wv₁ = 0.

Adding −w times the first to −d times the second eliminates v₁:

(w² − d² + iκw/2)v₀ = −w.

The bracket is the determinant. Its imaginary part vanishes only at w = 0, where the real part is −d² ≠ 0, so G exists at every real w. Since g = (1, 0), J = Im(v₀)/π, which gives

J(w) = κw²/(2π((w² − d²)² + (κw/2)²)).

At w = 0 the amplitudes are v₀ = 0 and v₁ = 1/d. The lossless mode cancels the drive on the lossy one, and nothing is dissipated.

Suppose now that J = Σⱼ cⱼLⱼ, with weights cⱼ ≥ 0 and Lorentzians Lⱼ. Each Lⱼ(0) is positive, so J(0) = 0 forces every cⱼ to be zero, and J would vanish everywhere. But J(d) = 2/(πκ) > 0.

## Numbers for d = 1, κ = 2

At w = 2 the equation for v₀ reads (3 + 2i)v₀ = −2, so v₀ = (−6 + 4i)/13. Directly, J = Im(v₀)/π = 4/(13π) ≈ 0.098. The loss formula gives the same value, because |v₀|² = 4/13 and κ/(2π) = 1/π.

## The limit of small d

For fixed w ≠ 0 and d → 0, J(w) tends to the single Lorentzian of width κ. The zero at w = 0 stays for every d ≠ 0, in a dip whose full width is about 4d²/κ when d is much smaller than κ. At d = 0 the lossless mode is decoupled and G does not exist at w = 0.

## The Lean file

```lean
import Mathlib

open Matrix Complex
open scoped Real

namespace LossyCavitySpectralDensity

noncomputable section

variable {n : Type*} [Fintype n] [DecidableEq n]

/-- The matrix `H - iK/2 - w` of coupled modes with loss rates `κ k` at real frequency `w`. -/
def dynamicalMatrix (H : Matrix n n ℂ) (κ : n → ℝ) (w : ℝ) : Matrix n n ℂ :=
  H - diagonal (fun k => ((κ k / 2 : ℝ) : ℂ) * I) - diagonal (fun _ => (w : ℂ))

/-- The spectral density `Im(g† G g)/π` seen by an emitter with couplings `g`, for a given
Green function `G`. -/
def spectralDensity (G : Matrix n n ℂ) (g : n → ℂ) : ℝ :=
  (star g ⬝ᵥ G *ᵥ g).im / π

/-- The Lorentzian of centre `x` and full width `γ > 0`, normalised to unit area. -/
def lorentzian (x γ w : ℝ) : ℝ :=
  (γ / 2) / (π * ((w - x) ^ 2 + (γ / 2) ^ 2))

/-- The Hamiltonian of two resonant modes with real coupling `d`, with energies measured from
their common frequency. -/
def twoModeHamiltonian (d : ℝ) : Matrix (Fin 2) (Fin 2) ℂ :=
  !![0, (d : ℂ); (d : ℂ), 0]

/-- The amplitude equation of a single mode: coherent coupling, loss and frequency shift. -/
theorem mode_equation (H : Matrix n n ℂ) (κ : n → ℝ) (w : ℝ) (v : n → ℂ) (k : n) :
    (dynamicalMatrix H κ w *ᵥ v) k
      = (H *ᵥ v) k - ((κ k / 2 : ℝ) : ℂ) * I * v k - (w : ℂ) * v k := by
  simp only [dynamicalMatrix, Matrix.sub_mulVec, Pi.sub_apply, Matrix.mulVec_diagonal]

/-- If the drive `g` produces the mode amplitudes `v` and `H` is Hermitian, then the imaginary
part of `g† v` is half the total loss `∑ κ |v|²`. -/
theorem loss_balance {H : Matrix n n ℂ} (hH : H.IsHermitian) (κ : n → ℝ) (w : ℝ)
    {v g : n → ℂ} (hv : dynamicalMatrix H κ w *ᵥ v = g) :
    (star g ⬝ᵥ v).im = (∑ k, κ k * ‖v k‖ ^ 2) / 2 := by
  -- the Hermitian form is real
  have hreal : star (star v ⬝ᵥ H *ᵥ v) = star v ⬝ᵥ H *ᵥ v := by
    simp only [dotProduct, Matrix.mulVec, Finset.mul_sum, star_sum, star_mul',
      Pi.star_apply, star_star]
    rw [Finset.sum_comm]
    refine Finset.sum_congr rfl fun i _ => Finset.sum_congr rfl fun j _ => ?_
    rw [hH.apply i j]
    ring
  have h0 : (star v ⬝ᵥ H *ᵥ v).im = 0 := by
    have h := congrArg Complex.im hreal
    simp only [Complex.star_def, Complex.conj_im] at h
    linarith
  -- the contribution of one mode
  have term : ∀ (a z : ℂ) (c : ℝ),
      (star (a - ((c / 2 : ℝ) : ℂ) * I * z - (w : ℂ) * z) * z).im
        = c * ‖z‖ ^ 2 / 2 - (star z * a).im := by
    intro a z c
    rw [Complex.sq_norm, Complex.normSq_apply]
    simp only [Complex.star_def, mul_im, mul_re, conj_re, conj_im, sub_re, sub_im,
      I_re, I_im, ofReal_re, ofReal_im]
    ring
  have expand : (star g ⬝ᵥ v).im
      = ∑ k, (κ k * ‖v k‖ ^ 2 / 2 - (star (v k) * (H *ᵥ v) k).im) := by
    rw [dotProduct, Complex.im_sum]
    refine Finset.sum_congr rfl fun k _ => ?_
    rw [Pi.star_apply, ← hv, mode_equation]
    exact term _ _ _
  rw [dotProduct, Complex.im_sum] at h0
  simp only [Pi.star_apply] at h0
  rw [expand, Finset.sum_sub_distrib, h0, sub_zero, Finset.sum_div]

/-- For Hermitian `H` and a Green function `G` inverting `H - iK/2 - w`, the spectral density
is the loss-weighted sum of the mode intensities, `∑ κ |(G g)|² / (2π)`. -/
theorem spectralDensity_eq_loss {H G : Matrix n n ℂ} (hH : H.IsHermitian) {κ : n → ℝ} {w : ℝ}
    (hG : dynamicalMatrix H κ w * G = 1) (g : n → ℂ) :
    spectralDensity G g = (∑ k, κ k * ‖(G *ᵥ g) k‖ ^ 2) / (2 * π) := by
  have hv : dynamicalMatrix H κ w *ᵥ (G *ᵥ g) = g := by
    rw [Matrix.mulVec_mulVec, hG, Matrix.one_mulVec]
  rw [spectralDensity, loss_balance hH κ w hv, div_div]

/-- For Hermitian `H` and nonnegative loss rates the spectral density is nonnegative, and it
vanishes exactly when every mode is either lossless or unexcited. -/
theorem spectralDensity_nonneg_and_zero_iff {H G : Matrix n n ℂ} (hH : H.IsHermitian)
    {κ : n → ℝ} (hκ : ∀ k, 0 ≤ κ k) {w : ℝ} (hG : dynamicalMatrix H κ w * G = 1)
    (g : n → ℂ) :
    0 ≤ spectralDensity G g ∧
      (spectralDensity G g = 0 ↔ ∀ k, κ k = 0 ∨ (G *ᵥ g) k = 0) := by
  have hterm : ∀ k ∈ Finset.univ, 0 ≤ κ k * ‖(G *ᵥ g) k‖ ^ 2 :=
    fun k _ => mul_nonneg (hκ k) (sq_nonneg _)
  have hp : ¬ (2 * π = 0) := by positivity
  rw [spectralDensity_eq_loss hH hG g]
  refine ⟨div_nonneg (Finset.sum_nonneg hterm) (by positivity), ?_⟩
  rw [div_eq_zero_iff, or_iff_left hp, Finset.sum_eq_zero_iff_of_nonneg hterm]
  simp

/-- Uncoupled modes with energies `ε k` and positive loss rates give a sum of Lorentzians
with weights `|g k|²`. -/
theorem uncoupled_eq_lorentzian_sum (ε : n → ℝ) {κ : n → ℝ} (hκ : ∀ k, 0 < κ k) {w : ℝ}
    {G : Matrix n n ℂ}
    (hG : dynamicalMatrix (diagonal fun k => (ε k : ℂ)) κ w * G = 1) (g : n → ℂ) :
    spectralDensity G g = ∑ k, ‖g k‖ ^ 2 * lorentzian (ε k) (κ k) w := by
  have hH : (diagonal fun k => (ε k : ℂ)).IsHermitian := by
    rw [Matrix.IsHermitian, Matrix.diagonal_conjTranspose]
    congr 1
    funext k
    simp
  have key : ∀ (z : ℂ) (a c : ℝ),
      ‖(a : ℂ) * z - ((c / 2 : ℝ) : ℂ) * I * z - (w : ℂ) * z‖ ^ 2
        = ((w - a) ^ 2 + (c / 2) ^ 2) * ‖z‖ ^ 2 := by
    intro z a c
    rw [Complex.sq_norm, Complex.sq_norm, Complex.normSq_apply, Complex.normSq_apply]
    simp only [mul_im, mul_re, sub_re, sub_im, I_re, I_im, ofReal_re, ofReal_im]
    ring
  rw [spectralDensity_eq_loss hH hG g, Finset.sum_div]
  refine Finset.sum_congr rfl fun k _ => ?_
  -- each mode responds to its own drive only
  have hn : ‖g k‖ ^ 2 = ((w - ε k) ^ 2 + (κ k / 2) ^ 2) * ‖(G *ᵥ g) k‖ ^ 2 := by
    have hv := mode_equation (diagonal fun k => (ε k : ℂ)) κ w (G *ᵥ g) k
    rw [Matrix.mulVec_mulVec, hG, Matrix.one_mulVec, Matrix.mulVec_diagonal] at hv
    rw [← key, ← hv]
  have hk := hκ k
  have hS : (w - ε k) ^ 2 + (κ k / 2) ^ 2 ≠ 0 := by positivity
  rw [hn, lorentzian]
  generalize (w - ε k) ^ 2 + (κ k / 2) ^ 2 = S at hS
  field_simp

/-- The matrix `H - iK/2 - w` of two coupled modes of which only the first is lossy. -/
theorem twoMode_matrix (d κ w : ℝ) :
    dynamicalMatrix (twoModeHamiltonian d) ![κ, 0] w
      = !![-(((κ / 2 : ℝ) : ℂ) * I) - (w : ℂ), (d : ℂ); (d : ℂ), -(w : ℂ)] := by
  ext i j
  fin_cases i <;> fin_cases j <;>
    simp [dynamicalMatrix, twoModeHamiltonian]

/-- With nonzero coupling and a positive loss rate of the first mode, the two-mode Green
function exists at every real frequency. -/
theorem twoMode_det_ne_zero {d κ : ℝ} (hd : d ≠ 0) (hκ : 0 < κ) (w : ℝ) :
    (dynamicalMatrix (twoModeHamiltonian d) ![κ, 0] w).det ≠ 0 := by
  rw [twoMode_matrix, Matrix.det_fin_two_of]
  intro h
  have hre := congrArg Complex.re h
  have him := congrArg Complex.im h
  simp only [mul_im, mul_re, sub_re, sub_im, neg_re, neg_im, I_re, I_im, ofReal_re,
    ofReal_im, zero_re, zero_im] at hre him
  have hw : w = 0 := by
    have h1 : κ * w = 0 := by linarith
    exact (mul_eq_zero.mp h1).resolve_left hκ.ne'
  subst hw
  exact hd (mul_self_eq_zero.mp (by linarith))

/-- The spectral density of an emitter coupled to the lossy one of two coupled modes, wherever
the Green function exists; its numerator is `κ w²`. -/
theorem twoMode_spectralDensity {d κ w : ℝ} {G : Matrix (Fin 2) (Fin 2) ℂ}
    (hG : dynamicalMatrix (twoModeHamiltonian d) ![κ, 0] w * G = 1) :
    spectralDensity G ![1, 0]
      = κ * w ^ 2 / (2 * π * ((w ^ 2 - d ^ 2) ^ 2 + (κ * w / 2) ^ 2)) := by
  rw [twoMode_matrix] at hG
  have h00 : (-(((κ / 2 : ℝ) : ℂ) * I) - (w : ℂ)) * G 0 0 + (d : ℂ) * G 1 0 = 1 := by
    simpa [Matrix.mul_apply, Fin.sum_univ_two] using congrFun (congrFun hG 0) 0
  have h10 : (d : ℂ) * G 0 0 + -(w : ℂ) * G 1 0 = 0 := by
    simpa [Matrix.mul_apply, Fin.sum_univ_two] using congrFun (congrFun hG 1) 0
  -- eliminate the lossless mode
  have hD : ((w : ℂ) * w - d * d + ((κ / 2 : ℝ) : ℂ) * w * I) * G 0 0 = -(w : ℂ) := by
    linear_combination (-(w : ℂ)) * h00 - (d : ℂ) * h10
  -- the denominator is the squared modulus of the determinant
  have hS : (w ^ 2 - d ^ 2) ^ 2 + (κ * w / 2) ^ 2 ≠ 0 := by
    intro h
    have hA : w ^ 2 - d ^ 2 = 0 := by
      apply pow_eq_zero_iff two_ne_zero |>.mp
      linarith [sq_nonneg (w ^ 2 - d ^ 2), sq_nonneg (κ * w / 2)]
    have hB : κ / 2 * w = 0 := by
      apply pow_eq_zero_iff two_ne_zero |>.mp
      linarith [sq_nonneg (w ^ 2 - d ^ 2), sq_nonneg (κ * w / 2),
        show (κ / 2 * w) ^ 2 = (κ * w / 2) ^ 2 by ring]
    have hAc : (w : ℂ) ^ 2 - (d : ℂ) ^ 2 = 0 := by exact_mod_cast hA
    have hBc : ((κ / 2 : ℝ) : ℂ) * (w : ℂ) = 0 := by
      rw [← Complex.ofReal_mul, hB, Complex.ofReal_zero]
    have hdet := congrArg Matrix.det hG
    rw [Matrix.det_mul, Matrix.det_one, Matrix.det_fin_two_of] at hdet
    have h1 : (1 : ℂ) = 0 := by
      linear_combination -hdet + G.det * (hAc + I * hBc)
    exact one_ne_zero h1
  have hre := congrArg Complex.re hD
  have him := congrArg Complex.im hD
  simp only [mul_im, mul_re, add_re, add_im, sub_re, sub_im, neg_re, neg_im, I_re, I_im,
    ofReal_re, ofReal_im] at hre him
  have hy : (G 0 0).im * ((w ^ 2 - d ^ 2) ^ 2 + (κ * w / 2) ^ 2) = κ / 2 * w ^ 2 := by
    linear_combination (w ^ 2 - d ^ 2) * him - (κ * w / 2) * hre
  have hJ : spectralDensity G ![1, 0] = (G 0 0).im / π := by
    simp [spectralDensity, dotProduct, Matrix.mulVec, Fin.sum_univ_two]
  rw [hJ, div_eq_div_iff Real.pi_ne_zero
    (mul_ne_zero (mul_ne_zero two_ne_zero Real.pi_ne_zero) hS)]
  linear_combination 2 * π * hy

/-- Take two resonant modes with coupling `d ≠ 0`, only the first of them lossy, at a rate `κ > 0`,
and an emitter coupled to the first mode alone. The spectral density vanishes at zero frequency, and
no finite sum of Lorentzians with nonnegative weights and positive widths equals it at all real
frequencies. -/
theorem twoMode_not_lorentzian_sum {d κ : ℝ} (hd : d ≠ 0) (hκ : 0 < κ) :
    (∀ G, dynamicalMatrix (twoModeHamiltonian d) ![κ, 0] 0 * G = 1 →
      spectralDensity G ![1, 0] = 0) ∧
    ¬ ∃ (N : ℕ) (c x γ : Fin N → ℝ), (∀ j, 0 ≤ c j) ∧ (∀ j, 0 < γ j) ∧
      ∀ w G, dynamicalMatrix (twoModeHamiltonian d) ![κ, 0] w * G = 1 →
        spectralDensity G ![1, 0] = ∑ j, c j * lorentzian (x j) (γ j) w := by
  have hzero : ∀ G, dynamicalMatrix (twoModeHamiltonian d) ![κ, 0] 0 * G = 1 →
      spectralDensity G ![1, 0] = 0 := by
    intro G hG
    rw [twoMode_spectralDensity hG]
    simp
  refine ⟨hzero, ?_⟩
  rintro ⟨N, c, x, γ, hc, hγ, h⟩
  have hinv := fun w : ℝ => Matrix.mul_nonsing_inv
    (dynamicalMatrix (twoModeHamiltonian d) ![κ, 0] w)
    (isUnit_iff_ne_zero.mpr (twoMode_det_ne_zero hd hκ w))
  have hpos : ∀ j, 0 < lorentzian (x j) (γ j) 0 := by
    intro j
    have hj := hγ j
    unfold lorentzian
    positivity
  -- the zero at w = 0 forces every weight to vanish
  have hsum := (h 0 _ (hinv 0)).symm.trans (hzero _ (hinv 0))
  have hc0 : ∀ j, c j = 0 := by
    intro j
    have hj := (Finset.sum_eq_zero_iff_of_nonneg
      (fun j _ => mul_nonneg (hc j) (hpos j).le)).mp hsum j (Finset.mem_univ j)
    exact (mul_eq_zero.mp hj).resolve_right (hpos j).ne'
  -- but the density is positive at w = d
  have hval := h d _ (hinv d)
  rw [twoMode_spectralDensity (hinv d)] at hval
  simp only [hc0, zero_mul, Finset.sum_const_zero] at hval
  have hlt : 0 < κ * d ^ 2 / (2 * π * ((d ^ 2 - d ^ 2) ^ 2 + (κ * d / 2) ^ 2)) := by
    positivity
  exact hlt.ne' hval

end

end LossyCavitySpectralDensity
```

```lean
#print axioms LossyCavitySpectralDensity.spectralDensity_nonneg_and_zero_iff
#print axioms LossyCavitySpectralDensity.uncoupled_eq_lorentzian_sum
#print axioms LossyCavitySpectralDensity.twoMode_not_lorentzian_sum
```

```
'LossyCavitySpectralDensity.spectralDensity_nonneg_and_zero_iff' depends on axioms: [propext, Classical.choice, Quot.sound]
'LossyCavitySpectralDensity.uncoupled_eq_lorentzian_sum' depends on axioms: [propext, Classical.choice, Quot.sound]
'LossyCavitySpectralDensity.twoMode_not_lorentzian_sum' depends on axioms: [propext, Classical.choice, Quot.sound]
```

## From the amplitude equations to the Lean proof

`mode_equation` is the equation for gₖ above. In `loss_balance`, `hreal` shows that v†Hv equals its own conjugate by exchanging the two summations and using Hermiticity. `term` computes the imaginary part for one mode, and `expand` sums over the modes. `spectralDensity_eq_loss` then sets v = Gg. The condition for a zero comes from the lemma that a sum of nonnegative terms vanishes only if each term does.

For uncoupled modes, `key` computes the squared modulus of εₖ − w − iκₖ/2 times an amplitude, and `hn` applies it to each mode.

In `twoMode_spectralDensity`, `h00` and `h10` are the two amplitude equations, with `G 0 0` as v₀ and `G 1 0` as v₁. `hD` is the elimination of v₁, and `hy` extracts Im(v₀) from its real and imaginary parts. This theorem does not assume d ≠ 0. `hS` therefore obtains the nonzero denominator from the existence of G: a vanishing determinant would contradict det(H − iK/2 − w) · det G = 1.

In the final theorem, `hinv` uses `twoMode_det_ne_zero` to supply a Green function at each frequency, so the supposed equality can be evaluated. `hsum` evaluates it at w = 0, `hc0` deduces that all weights are zero, and `hval` and `hlt` give the contradiction at w = d.
